# At most n(n − 1) couplings give A + zV a repeated root when A has n distinct eigenvalues

## Locating the couplings where levels merge

To see what limits a perturbation series in a finite basis, one can search the complex plane of the coupling $z$ for points where two eigenvalues of $A+zV$ merge, and compare their distances from the origin with the physical coupling $z=1$. Here $A$ is the matrix of the unperturbed Hamiltonian and $V$ that of the perturbation. If the $n$ unperturbed levels are all distinct, the search has a finite target: at most $n(n-1)$ points.

These points are candidates for singularities of the energies. At a merger the energy may have a branch point, but two levels may also cross smoothly, as they do when $A$ and $V$ are both diagonal. That a simple eigenvalue continues analytically in $z$ is a standard fact of analysis, which the Lean file neither uses nor proves.

## The statement and its hypotheses

Let $\chi_M(t)=\det(t-M)$ be the characteristic polynomial of an $n\times n$ complex matrix $M$. `HasRepeatedRoot M` says that some root of $\chi_M$ has multiplicity above one. `exceptionalSet A V` is the set of complex $z$ for which $A+zV$ has such a root.

The main theorem, `finite_exceptionalSet`, describes the unperturbed problem by energies `E i` and vectors `ψ i`, with `i` running over the $n$ values of `Fin n`. It assumes three things:

- the energies are pairwise distinct (`hE`);
- each vector is nonzero (`hψ`), though not necessarily normalised;
- $A\psi_i=E_i\psi_i$ for every $i$ (`hA`).

It concludes that the exceptional set is finite and has at most $n(n-1)$ elements. Finiteness is stated separately because `ncard` assigns the value 0 to an infinite set. Each coupling is counted once, however many levels merge there.

Neither matrix need be Hermitian, and $V$ is arbitrary. The restrictive condition is `hE`: no two unperturbed states may share an energy. Zeroth-order Hamiltonians built from orbital energies often violate it, since determinants related by a spin flip can be degenerate. For such cases `exceptionalSet_dichotomy` needs no hypothesis on $A$: either every coupling is exceptional, or at most $n(n-1)$ are. A single coupling with $n$ distinct levels rules out the first alternative. No such coupling exists when a symmetry shared by $A$ and $V$ keeps some levels degenerate at every $z$, as spin symmetry does for the three components of a triplet if the basis contains them all.

The basis is finite throughout. Nothing is said about the limit of a complete basis, and the theorem limits the number of exceptional couplings without locating them.

## A discriminant that detects merging levels

Define the level discriminant $D(M)=\det\chi_M'(M)$. It vanishes exactly when $M$ has a repeated root. A root $\mu$ is repeated exactly when $\chi_M(\mu)=\chi_M'(\mu)=0$.

If such a $\mu$ exists, then $\chi_M'(t)=(t-\mu)r(t)$ for some polynomial $r$, and

$$D(M)=\det(M-\mu)\,\det r(M)=(-1)^n\chi_M(\mu)\det r(M)=0.$$

If none exists, $\chi_M$ and $\chi_M'$ are coprime, so $u\chi_M+v\chi_M'=1$ for some polynomials $u,v$. Inserting $M$ and using the Cayley–Hamilton theorem, $\chi_M(M)=0$, gives $v(M)\chi_M'(M)=1$. Hence $D(M)\neq0$.

## Counting the zeros by rescaling

The entries of $A+zV$ are linear in $z$, and $D$ is built from the entries by sums and products. So $p(z)=D(A+zV)$ is a polynomial, as is $q(w)=D(V+wA)$.

To bound the degree of $p$, rescale the energies by $c$. From $\chi_{cM}(ct)=c^n\chi_M(t)$, differentiation in $t$ gives

$$c\,\chi_{cM}'(ct)=c^n\chi_M'(t).$$

Inserting $M$ for $t$ and taking determinants yields

$$c^nD(cM)=c^{n^2}D(M).$$

For $z\neq0$ we have $A+zV=z(V+z^{-1}A)$, and therefore

$$z^np(z)=z^{n^2}q(1/z).$$

Let $m=\deg q$ (taken as 0 if $q=0$). Then $r(z)=z^mq(1/z)$ is a polynomial of degree at most $m$, and $z^{n+m}p(z)=z^{n^2}r(z)$. If $p\neq0$, comparing degrees gives $n+m+\deg p\le n^2+m$, so $\deg p\le n(n-1)$. A nonzero polynomial has no more roots than its degree, which bounds the number of exceptional couplings.

It remains to exclude $p=0$. At $z=0$ the matrix is $A$, whose $n$ distinct eigenvalues exhaust the roots of the degree-$n$ polynomial $\chi_A$. All of them are simple, so $p(0)\neq0$.

Since a finite set is closed and $0$ lies outside it, some disc around zero coupling contains no exceptional point.

## Two levels that reach the bound

Take energies $1$ and $-1$ with off-diagonal coupling $z$:

$$A+zV=\begin{pmatrix}1&z\\z&-1\end{pmatrix},\qquad \chi(t)=t^2-(1+z^2),\qquad \chi'(t)=2t.$$

A common root must be $t=0$, which requires $z^2=-1$. The exceptional set is $\{i,-i\}$, with $2=n(n-1)$ elements.

## The Lean file

```lean
import Mathlib

open Polynomial
open scoped Matrix

namespace ExceptionalPoints

noncomputable section

variable {n : ℕ}

/-- A matrix has a repeated characteristic root if some root of its characteristic polynomial
has multiplicity greater than one. -/
def HasRepeatedRoot (M : Matrix (Fin n) (Fin n) ℂ) : Prop :=
  ∃ μ : ℂ, 1 < M.charpoly.rootMultiplicity μ

/-- The set of complex couplings `z` at which `A + z V` has a repeated characteristic root. -/
def exceptionalSet (A V : Matrix (Fin n) (Fin n) ℂ) : Set ℂ :=
  {z | HasRepeatedRoot (A + z • V)}

/-- The level discriminant of `M`: the determinant of `χ'(M)`, where `χ` is the characteristic
polynomial of `M`. -/
def levelDiscriminant {R : Type*} [CommRing R] (M : Matrix (Fin n) (Fin n) R) : R :=
  (aeval M (derivative M.charpoly)).det

/-- A matrix has a repeated characteristic root exactly when its characteristic polynomial and the
derivative of that polynomial have a common root. -/
theorem hasRepeatedRoot_iff (M : Matrix (Fin n) (Fin n) ℂ) :
    HasRepeatedRoot M ↔
      ∃ μ : ℂ, M.charpoly.eval μ = 0 ∧ (derivative M.charpoly).eval μ = 0 :=
  exists_congr fun _ => one_lt_rootMultiplicity_iff_isRoot M.charpoly_monic.ne_zero

/-- The level discriminant vanishes exactly when the matrix has a repeated characteristic
root. -/
theorem levelDiscriminant_eq_zero_iff (M : Matrix (Fin n) (Fin n) ℂ) :
    levelDiscriminant M = 0 ↔ HasRepeatedRoot M := by
  rw [hasRepeatedRoot_iff]
  constructor
  · intro hD
    by_contra hno
    push Not at hno
    -- without a common root, `χ` and `χ'` are coprime, so `χ'(M)` is invertible
    have hco : IsCoprime M.charpoly (derivative M.charpoly) := by
      rw [isCoprime_iff_aeval_ne_zero_of_isAlgClosed ℂ ℂ]
      intro a
      simp only [coe_aeval_eq_eval]
      by_cases h : M.charpoly.eval a = 0
      · exact Or.inr (hno a h)
      · exact Or.inl h
    obtain ⟨u, v, huv⟩ := hco
    have h1 := congrArg (aeval M) huv
    rw [map_add, map_mul, map_mul, Matrix.aeval_self_charpoly, mul_zero, zero_add,
      map_one] at h1
    have h2 := congrArg Matrix.det h1
    unfold levelDiscriminant at hD
    rw [Matrix.det_mul, hD, mul_zero, Matrix.det_one] at h2
    exact zero_ne_one h2
  · rintro ⟨μ, h1, h2⟩
    -- a common root makes the singular matrix `M - μ` a factor of `χ'(M)`
    obtain ⟨r, hr⟩ := dvd_iff_isRoot.mpr h2
    have h3 : aeval M (X - C μ) = -(Matrix.scalar (Fin n) μ - M) := by
      simp only [map_sub, aeval_X, aeval_C, neg_sub]
      rfl
    unfold levelDiscriminant
    rw [hr, map_mul, Matrix.det_mul, h3, Matrix.det_neg, ← Matrix.eval_charpoly, h1,
      mul_zero, zero_mul]

/-- Rescaling all energies by `c` rescales the level discriminant according to
`cⁿ D(c M) = c^(n n) D(M)`. -/
theorem levelDiscriminant_smul (c : ℂ) (M : Matrix (Fin n) (Fin n) ℂ) :
    c ^ n * levelDiscriminant (c • M) = c ^ (n * n) * levelDiscriminant M := by
  have hcomp : (c • M).charpoly.comp (C c * X) = C (c ^ n) * M.charpoly := by
    apply Polynomial.funext
    intro t
    have h : Matrix.scalar (Fin n) (c * t) - c • M = c • (Matrix.scalar (Fin n) t - M) := by
      ext i j
      by_cases hij : i = j <;>
        simp [Matrix.scalar_apply, hij, mul_sub]
    simp only [eval_comp, eval_mul, eval_C, eval_X, Matrix.eval_charpoly]
    rw [h, Matrix.det_smul, Fintype.card_fin]
  -- differentiate, insert the matrix, and take determinants
  have hd := congrArg derivative hcomp
  simp only [derivative_comp, derivative_mul, derivative_C, zero_mul, zero_add,
    derivative_X, mul_one] at hd
  have hM := congrArg (aeval M) hd
  simp only [map_mul, aeval_C, aeval_comp, aeval_X, ← Algebra.smul_def] at hM
  have hdet := congrArg Matrix.det hM
  rw [Matrix.det_smul, Matrix.det_smul, Fintype.card_fin, ← pow_mul] at hdet
  exact hdet

/-- Along the line `A + z V` the level discriminant is a polynomial in the coupling `z`. -/
theorem exists_discriminant_polynomial (A V : Matrix (Fin n) (Fin n) ℂ) :
    ∃ p : ℂ[X], ∀ z, p.eval z = levelDiscriminant (A + z • V) := by
  let H : Matrix (Fin n) (Fin n) ℂ[X] := A.map C + (X : ℂ[X]) • V.map C
  refine ⟨levelDiscriminant H, fun z => ?_⟩
  let f : ℂ[X] →+* ℂ := evalRingHom z
  have hH : f.mapMatrix H = A + z • V := by
    ext i j
    simp [H, f]
    ring
  have haeval : ∀ q : ℂ[X][X], f.mapMatrix (aeval H q) = aeval (f.mapMatrix H) (q.map f) := by
    intro q
    induction q using Polynomial.induction_on' with
    | add p q hp hq =>
      rw [map_add (aeval H) p q, map_add f.mapMatrix (aeval H p) (aeval H q), hp, hq,
        Polynomial.map_add, map_add (aeval (f.mapMatrix H)) (p.map f) (q.map f)]
    | monomial k a =>
      rw [aeval_monomial, map_monomial, aeval_monomial, map_mul, map_pow]
      congr 1
      ext i j
      by_cases hij : i = j <;> simp [Matrix.algebraMap_matrix_apply, hij]
  change f (levelDiscriminant H) = _
  unfold levelDiscriminant
  rw [RingHom.map_det, haeval, ← derivative_map, ← Matrix.charpoly_map,
    ← RingHom.mapMatrix_apply, hH]

/-- If a nonzero polynomial `p` satisfies `z^a p(z) = z^b q(1/z)` for all nonzero `z`, with `q`
a polynomial, then `a` plus the degree of `p` is at most `b`. -/
theorem natDegree_le_of_inversion {p q : ℂ[X]} {a b : ℕ} (hp : p ≠ 0)
    (h : ∀ z : ℂ, z ≠ 0 → z ^ a * p.eval z = z ^ b * q.eval z⁻¹) :
    a + p.natDegree ≤ b := by
  let m := q.natDegree
  let r : ℂ[X] := ∑ i ∈ Finset.range (m + 1), C (q.coeff i) * X ^ (m - i)
  have hrdeg : r.natDegree ≤ m :=
    natDegree_sum_le_of_forall_le _ _ fun i _ =>
      (natDegree_C_mul_X_pow_le _ _).trans (Nat.sub_le m i)
  have hr : ∀ z : ℂ, z ≠ 0 → r.eval z = z ^ m * q.eval z⁻¹ := by
    intro z hz
    change (∑ i ∈ Finset.range (m + 1), C (q.coeff i) * X ^ (m - i)).eval z = _
    rw [eval_eq_sum_range (p := q), Finset.mul_sum, Polynomial.eval_finsetSum]
    refine Finset.sum_congr rfl fun i hi => ?_
    have him : i ≤ m := Nat.lt_succ_iff.mp (Finset.mem_range.mp hi)
    have hpow : z ^ m = z ^ (m - i) * z ^ i := by rw [← pow_add, Nat.sub_add_cancel him]
    have hinv : z ^ i * z⁻¹ ^ i = 1 := by rw [← mul_pow, mul_inv_cancel₀ hz, one_pow]
    simp only [eval_mul, eval_C, eval_pow, eval_X]
    rw [hpow]
    linear_combination (-(q.coeff i * z ^ (m - i))) * hinv
  have heq : X ^ (a + m + 1) * p = X ^ (b + 1) * r := by
    apply Polynomial.funext
    intro z
    simp only [eval_mul, eval_pow, eval_X]
    by_cases hz : z = 0
    · simp [hz]
    · rw [hr z hz]
      linear_combination z ^ (m + 1) * h z hz
  have hdeg := congrArg natDegree heq
  rw [natDegree_mul (pow_ne_zero _ X_ne_zero) hp, natDegree_X_pow] at hdeg
  have hle := natDegree_mul_le (p := (X : ℂ[X]) ^ (b + 1)) (q := r)
  rw [natDegree_X_pow] at hle
  omega

/-- Either `A + z V` has a repeated characteristic root at every coupling `z`, or it has one
at no more than `n (n - 1)` couplings. -/
theorem exceptionalSet_dichotomy (A V : Matrix (Fin n) (Fin n) ℂ) :
    exceptionalSet A V = Set.univ ∨
      ((exceptionalSet A V).Finite ∧ (exceptionalSet A V).ncard ≤ n * (n - 1)) := by
  obtain ⟨p, hp⟩ := exists_discriminant_polynomial A V
  obtain ⟨q, hq⟩ := exists_discriminant_polynomial V A
  have hmem : ∀ z, z ∈ exceptionalSet A V ↔ p.eval z = 0 := fun z => by
    rw [hp, levelDiscriminant_eq_zero_iff]
    rfl
  by_cases h0 : p = 0
  · left
    ext z
    simp [hmem, h0]
  · right
    -- exchange the roles of `A` and `V` by scaling with `z`
    have hdeg : n + p.natDegree ≤ n * n := by
      refine natDegree_le_of_inversion (q := q) h0 fun z hz => ?_
      have hs : A + z • V = z • (V + z⁻¹ • A) := by
        rw [smul_add, smul_smul, mul_inv_cancel₀ hz, one_smul, add_comm]
      rw [hp, hq, hs, levelDiscriminant_smul]
    have hset : exceptionalSet A V = ↑p.roots.toFinset := by
      ext z
      simp [hmem, h0]
    rw [hset]
    refine ⟨Finset.finite_toSet _, ?_⟩
    rw [Set.ncard_coe_finset, Nat.mul_sub, mul_one]
    have h1 := Multiset.toFinset_card_le p.roots
    have h2 := p.card_roots'
    omega

/-- A matrix with `n` eigenvectors belonging to pairwise distinct energies has no repeated
characteristic root. -/
theorem not_hasRepeatedRoot_of_levels (A : Matrix (Fin n) (Fin n) ℂ)
    (E : Fin n → ℂ) (ψ : Fin n → Fin n → ℂ) (hE : Function.Injective E)
    (hψ : ∀ i, ψ i ≠ 0) (hA : ∀ i, A *ᵥ ψ i = E i • ψ i) : ¬ HasRepeatedRoot A := by
  rintro ⟨μ, hμ⟩
  have hroot : ∀ i, E i ∈ A.charpoly.roots := by
    intro i
    rw [mem_roots A.charpoly_monic.ne_zero, IsRoot.def, Matrix.eval_charpoly,
      ← Matrix.exists_mulVec_eq_zero_iff]
    refine ⟨ψ i, hψ i, ?_⟩
    rw [Matrix.sub_mulVec, hA]
    ext j
    simp [Matrix.scalar_apply]
  -- `n` distinct roots exhaust a polynomial of degree `n`
  have hsub : Finset.univ.image E ⊆ A.charpoly.roots.toFinset := by
    intro x hx
    obtain ⟨i, -, rfl⟩ := Finset.mem_image.mp hx
    exact Multiset.mem_toFinset.mpr (hroot i)
  have h1 := Finset.card_le_card hsub
  rw [Finset.card_image_of_injective _ hE, Finset.card_univ, Fintype.card_fin] at h1
  have h2 := A.charpoly.card_roots'
  rw [Matrix.charpoly_natDegree_eq_dim, Fintype.card_fin] at h2
  have h3 := Multiset.toFinset_card_le A.charpoly.roots
  have hnd : A.charpoly.roots.Nodup :=
    Multiset.toFinset_card_eq_card_iff_nodup.mp (by omega)
  have h4 := Multiset.nodup_iff_count_le_one.mp hnd μ
  rw [count_roots] at h4
  omega

/-- If `A` has `n` eigenvectors with pairwise distinct energies, then `A + z V` has a repeated
characteristic root at only finitely many complex `z`, at most `n (n - 1)` in number. -/
theorem finite_exceptionalSet (A V : Matrix (Fin n) (Fin n) ℂ)
    (E : Fin n → ℂ) (ψ : Fin n → Fin n → ℂ) (hE : Function.Injective E)
    (hψ : ∀ i, ψ i ≠ 0) (hA : ∀ i, A *ᵥ ψ i = E i • ψ i) :
    (exceptionalSet A V).Finite ∧ (exceptionalSet A V).ncard ≤ n * (n - 1) := by
  refine (exceptionalSet_dichotomy A V).resolve_left fun h => ?_
  have h0 : (0 : ℂ) ∈ exceptionalSet A V := h ▸ Set.mem_univ 0
  apply not_hasRepeatedRoot_of_levels A E ψ hE hψ hA
  simpa [exceptionalSet] using h0

/-- If `A` has `n` eigenvectors with pairwise distinct energies, some disc around zero coupling
contains no `z` at which `A + z V` has a repeated characteristic root. -/
theorem exists_disc_without_exceptional (A V : Matrix (Fin n) (Fin n) ℂ)
    (E : Fin n → ℂ) (ψ : Fin n → Fin n → ℂ) (hE : Function.Injective E)
    (hψ : ∀ i, ψ i ≠ 0) (hA : ∀ i, A *ᵥ ψ i = E i • ψ i) :
    ∃ r > 0, ∀ z : ℂ, ‖z‖ < r → ¬ HasRepeatedRoot (A + z • V) := by
  have hopen := (finite_exceptionalSet A V E ψ hE hψ hA).1.isClosed.isOpen_compl
  have h0 : (0 : ℂ) ∈ (exceptionalSet A V)ᶜ := by
    simpa [exceptionalSet] using not_hasRepeatedRoot_of_levels A E ψ hE hψ hA
  obtain ⟨r, hr, hball⟩ := Metric.isOpen_iff.mp hopen 0 h0
  exact ⟨r, hr, fun z hz => hball (mem_ball_zero_iff.mpr hz)⟩

/-- For two levels at energies `1` and `-1` with off-diagonal coupling `z`, the exceptional set
is `{i, -i}`, and its size equals the bound `n (n - 1)` for `n = 2`. -/
theorem two_level_exceptionalSet :
    exceptionalSet !![1, 0; 0, -1] !![0, 1; 1, 0] = {Complex.I, -Complex.I} ∧
      (exceptionalSet !![1, 0; 0, -1] !![0, 1; 1, 0]).ncard = 2 * (2 - 1) := by
  have hset : exceptionalSet !![1, 0; 0, -1] !![0, 1; 1, 0] = {Complex.I, -Complex.I} := by
    ext z
    have hM : (!![1, 0; 0, -1] + z • !![0, 1; 1, 0] : Matrix (Fin 2) (Fin 2) ℂ)
        = !![1, z; z, -1] := by
      ext i j
      fin_cases i <;> fin_cases j <;> simp
    have ht : (!![1, z; z, -1] : Matrix (Fin 2) (Fin 2) ℂ).trace = 0 := by
      simp [Matrix.trace_fin_two]
    have hd : (!![1, z; z, -1] : Matrix (Fin 2) (Fin 2) ℂ).det = -(1 + z ^ 2) := by
      rw [Matrix.det_fin_two_of]
      ring
    change HasRepeatedRoot _ ↔ z = Complex.I ∨ z = -Complex.I
    rw [hM, hasRepeatedRoot_iff, Matrix.charpoly_fin_two, ht, hd]
    simp only [C_0, zero_mul, sub_zero, derivative_add, derivative_C, add_zero,
      derivative_X_pow, eval_add, eval_mul, eval_pow, eval_X, eval_C]
    constructor
    · rintro ⟨μ, h1, h2⟩
      have hμ : μ = 0 := by simpa using h2
      rw [hμ] at h1
      have h3 : (z - Complex.I) * (z + Complex.I) = 0 := by
        linear_combination -h1 - Complex.I_sq
      exact (mul_eq_zero.mp h3).imp sub_eq_zero.mp eq_neg_of_add_eq_zero_left
    · rintro (rfl | rfl) <;> exact ⟨0, by simp, by simp⟩
  refine ⟨hset, ?_⟩
  have hne : Complex.I ≠ -Complex.I := by
    intro h
    have him := congrArg Complex.im h
    norm_num at him
  rw [hset, Set.ncard_pair hne]

end

end ExceptionalPoints
```

```lean
#print axioms ExceptionalPoints.not_hasRepeatedRoot_of_levels
-- 'ExceptionalPoints.not_hasRepeatedRoot_of_levels' depends on axioms: [propext, Classical.choice, Quot.sound]
#print axioms ExceptionalPoints.exists_disc_without_exceptional
-- 'ExceptionalPoints.exists_disc_without_exceptional' depends on axioms: [propext, Classical.choice, Quot.sound]
#print axioms ExceptionalPoints.two_level_exceptionalSet
-- 'ExceptionalPoints.two_level_exceptionalSet' depends on axioms: [propext, Classical.choice, Quot.sound]
```

## From the discriminant to the finite set in Lean

`hasRepeatedRoot_iff` translates multiplicity into a common root of $\chi$ and $\chi'$. `levelDiscriminant_eq_zero_iff` then follows the two cases above: `hco` supplies coprimality, `Matrix.aeval_self_charpoly` is Cayley–Hamilton, and `dvd_iff_isRoot` extracts the factor $t-\mu$.

`levelDiscriminant_smul` is the rescaling law. Its `hcomp` is the identity for $\chi_{cM}(ct)$; the three uses of `congrArg` that follow differentiate it, insert the matrix and take determinants.

`exists_discriminant_polynomial` makes the polynomial dependence on $z$ explicit. It forms a matrix `H` whose entries are themselves polynomials in the coupling and takes its level discriminant, which is possible because `levelDiscriminant` is defined over any commutative ring. The step `haeval` shows that setting the coupling to a number commutes with inserting the matrix into a polynomial.

`natDegree_le_of_inversion` carries out the degree comparison. Its `heq` has one more factor of $z$ on each side than the identity above, so that both sides also agree at $z=0$. `exceptionalSet_dichotomy` applies it with $a=n$ and $b=n^2$, then counts the roots of $p$.

`not_hasRepeatedRoot_of_levels` shows that each `E i` is a root and that $n$ distinct roots leave no room for a repetition. `finite_exceptionalSet` uses this at $z=0$ to rule out the first alternative of the dichotomy, and `exists_disc_without_exceptional` obtains the disc from the open complement.

`two_level_exceptionalSet` computes the trace and determinant of the $2\times2$ matrix, reads off $\chi$, and factors $z^2+1$ as $(z-i)(z+i)$.
